# A single mode matched in displacement and relaxation energy never underestimates the Huang-Rhys factor of a set of harmonic modes

Take two harmonic modes with frequencies w₀ = 1 and w₁ = 4 and mass-weighted displacements d₀ = 2 and d₁ = 1, in units with ħ = 1. A mode with frequency w and displacement d has the Huang-Rhys factor w d²/2, so the two modes together have

S_total = (1·4 + 4·1)/2 = 4.

Now replace them by one mode with the same total squared displacement, 4 + 1 = 5, and the same relaxation energy, (1·4 + 16·1)/2 = 10. Its frequency is 2, and its Huang-Rhys factor is

S_one = 2·5/2 = 5.

The single mode overestimates the coupling by a quarter. For any two modes, expanding the products gives

(w₀²d₀² + w₁²d₁²)(d₀² + d₁²) − (w₀d₀² + w₁d₁²)² = d₀²d₁²(w₀ − w₁)².

The left side is 4(S_one² − S_total²). The right side is a square, and it vanishes only if one of the modes is undisplaced or the frequencies agree.

## The inequality, its equality case and a limit on the error

For finitely many modes i with frequencies wᵢ ≥ 0 and displacements dᵢ, define

A = ∑ᵢ wᵢ²dᵢ²,  D = ∑ᵢ dᵢ²,  M = ∑ᵢ wᵢdᵢ².

The relaxation energy is A/2, and the two Huang-Rhys factors are

S_total = M/2,  S_one = √(A·D)/2.

Then S_total ≤ S_one, with equality exactly when any two displaced modes have the same frequency. If at least one mode is displaced, this means that there is a unique frequency shared by all displaced modes.

If the displaced modes have frequencies between a and b, with 0 ≤ a ≤ b, the overestimate is limited by

2√(ab) · S_one ≤ (a + b) · S_total.

For a > 0 and S_total > 0, the ratio S_one/S_total is therefore at most the arithmetic mean of a and b divided by their geometric mean. A band with b = 2a allows an overestimate of about 6 percent, and a band with b = 4a allows 25 percent, which the opening example reaches.

## Where a code collapses the phonons to one coordinate

A defect transition can be modelled by a single configuration coordinate whose effective frequency is fixed by the total displacement and the relaxation energy. This avoids a full phonon calculation, and for harmonic modes the resulting Huang-Rhys factor is S_one. In the model of displaced harmonic modes with unchanged frequencies, at zero temperature and with a constant transition dipole, the zero-phonon line carries the fraction exp(−S_total) of the line-shape weight, so using S_one in its place never overestimates that fraction.

When both numbers are available, the inequality also serves as a consistency check. If S_one comes out below S_total by more than rounding error, the two cannot both be the correct factors for one set of nonnegative frequencies and displacements. Possible causes include a wrong prefactor, different units, different mode sets, or a relaxation energy taken from an anharmonic energy surface.

## From pairwise frequency differences to the bound

**The matched mode.** Let a single mode have frequency Ω ≥ 0 and displacement Q, with

Q² = D,  Ω²Q²/2 = A/2.

Then A·D = Ω²Q²·Q² = (ΩQ²)². Since ΩQ² ≥ 0, the square root is ΩQ², and the Huang-Rhys factor ΩQ²/2 equals √(A·D)/2 = S_one.

**The spread.** Expand the square in the double sum over all ordered pairs of modes:

∑ᵢ∑ⱼ dᵢ²dⱼ²(wᵢ − wⱼ)² = ∑ᵢ∑ⱼ wᵢ²dᵢ²dⱼ² + ∑ᵢ∑ⱼ dᵢ²wⱼ²dⱼ² − 2∑ᵢ∑ⱼ wᵢdᵢ²wⱼdⱼ².

The three double sums on the right factorise into A·D, D·A and M², so the spread equals 2(A·D − M²). Since S_one² − S_total² = (A·D − M²)/4, it follows that

S_one² − S_total² = (1/8) ∑ᵢ∑ⱼ dᵢ²dⱼ²(wᵢ − wⱼ)².

**The inequality and equality.** The right side is nonnegative, so S_total² ≤ S_one², and S_one ≥ 0 gives S_total ≤ S_one. If the two factors are equal, the double sum is zero. All its terms are nonnegative, so each one is zero, and for dᵢ ≠ 0 and dⱼ ≠ 0 this forces wᵢ = wⱼ. Conversely, if all displaced modes share one frequency, every term vanishes and S_one² = S_total². Both factors are nonnegative because the frequencies are, so they are equal.

**The band.** For a displaced mode with a ≤ wᵢ ≤ b, the product (wᵢ − a)(b − wᵢ) is nonnegative, which rearranges to

wᵢ² + ab ≤ (a + b)wᵢ.

Multiply by dᵢ² and sum; undisplaced modes contribute zero to both sides. The result is

A + ab·D ≤ (a + b)·M.

From (A − ab·D)² ≥ 0 follows 4ab·A·D ≤ (A + ab·D)², and taking roots gives

2√(ab)·√(A·D) ≤ A + ab·D.

Chaining the two inequalities and dividing by 2 gives the limit on S_one.

**The extreme case.** Two modes with frequencies a, b and displacements √b, √a have A = ab(a + b), D = a + b and M = 2ab. Hence S_one = √(ab)(a + b)/2 and S_total = ab, and both sides of the limit equal ab(a + b). The softer mode has the larger displacement.

## The Lean file

```lean
import Mathlib

open Finset

namespace EffectivePhononMode

noncomputable section

variable {ι : Type*} [Fintype ι]

/-- Huang-Rhys factor of one mode with frequency `Ω` and mass-weighted displacement `Q`,
in units with ħ = 1. -/
def huangRhys (Ω Q : ℝ) : ℝ := Ω * Q ^ 2 / 2

/-- Total Huang-Rhys factor: the sum of the factors of all modes. -/
def totalHuangRhys (w d : ι → ℝ) : ℝ := ∑ i, huangRhys (w i) (d i)

/-- Harmonic relaxation energy of the displaced modes. -/
def relaxationEnergy (w d : ι → ℝ) : ℝ := (∑ i, w i ^ 2 * d i ^ 2) / 2

/-- The one-mode estimate of the Huang-Rhys factor. -/
def oneModeHuangRhys (w d : ι → ℝ) : ℝ :=
  √((∑ i, w i ^ 2 * d i ^ 2) * ∑ i, d i ^ 2) / 2

/-- A single mode of nonnegative frequency with the same total squared displacement and the same
relaxation energy as the full set of modes has the one-mode estimate as its Huang-Rhys factor. -/
theorem huangRhys_of_matched_mode (w d : ι → ℝ) {Ω Q : ℝ} (hΩ : 0 ≤ Ω)
    (hQ : Q ^ 2 = ∑ i, d i ^ 2) (hE : Ω ^ 2 * Q ^ 2 / 2 = relaxationEnergy w d) :
    huangRhys Ω Q = oneModeHuangRhys w d := by
  unfold relaxationEnergy at hE
  have hA : ∑ i, w i ^ 2 * d i ^ 2 = Ω ^ 2 * Q ^ 2 := by linarith
  have hsq : Ω ^ 2 * Q ^ 2 * Q ^ 2 = (Ω * Q ^ 2) ^ 2 := by ring
  unfold huangRhys oneModeHuangRhys
  rw [hA, ← hQ, hsq, Real.sqrt_sq (by positivity)]

/-- The spread of the frequencies, weighted by the squared displacements of each pair of
modes, in terms of the moments of the frequency distribution. -/
theorem frequency_spread (w d : ι → ℝ) :
    ∑ i, ∑ j, d i ^ 2 * d j ^ 2 * (w i - w j) ^ 2 =
      2 * ((∑ i, w i ^ 2 * d i ^ 2) * (∑ i, d i ^ 2) - (∑ i, w i * d i ^ 2) ^ 2) := by
  have h1 : (∑ i, w i ^ 2 * d i ^ 2) * (∑ i, d i ^ 2) =
      ∑ i, ∑ j, (w i ^ 2 * d i ^ 2) * d j ^ 2 := by rw [Finset.sum_mul_sum]
  have h2 : (∑ i, d i ^ 2) * (∑ i, w i ^ 2 * d i ^ 2) =
      ∑ i, ∑ j, d i ^ 2 * (w j ^ 2 * d j ^ 2) := by rw [Finset.sum_mul_sum]
  have h3 : (∑ i, w i * d i ^ 2) * (∑ i, w i * d i ^ 2) =
      ∑ i, ∑ j, (w i * d i ^ 2) * (w j * d j ^ 2) := by rw [Finset.sum_mul_sum]
  -- expand the square under the double sum
  have h4 : ∑ i, ∑ j, d i ^ 2 * d j ^ 2 * (w i - w j) ^ 2 =
      ∑ i, ∑ j, (w i ^ 2 * d i ^ 2) * d j ^ 2 + ∑ i, ∑ j, d i ^ 2 * (w j ^ 2 * d j ^ 2)
        - 2 * ∑ i, ∑ j, (w i * d i ^ 2) * (w j * d j ^ 2) := by
    simp only [Finset.mul_sum, ← Finset.sum_add_distrib, ← Finset.sum_sub_distrib]
    refine Finset.sum_congr rfl fun i _ => Finset.sum_congr rfl fun j _ => ?_
    ring
  rw [h4, ← h1, ← h2, ← h3]
  ring

/-- The squared one-mode estimate exceeds the squared total Huang-Rhys factor by one eighth
of the weighted spread of the frequencies. -/
theorem oneMode_sq_sub_total_sq (w d : ι → ℝ) :
    oneModeHuangRhys w d ^ 2 - totalHuangRhys w d ^ 2 =
      (∑ i, ∑ j, d i ^ 2 * d j ^ 2 * (w i - w j) ^ 2) / 8 := by
  have hT : totalHuangRhys w d = (∑ i, w i * d i ^ 2) / 2 := by
    simp only [totalHuangRhys, huangRhys, Finset.sum_div]
  have hP : 0 ≤ (∑ i, w i ^ 2 * d i ^ 2) * ∑ i, d i ^ 2 :=
    mul_nonneg (Finset.sum_nonneg fun i _ => by positivity)
      (Finset.sum_nonneg fun i _ => by positivity)
  rw [frequency_spread, hT, oneModeHuangRhys, div_pow, Real.sq_sqrt hP]
  ring

/-- For nonnegative frequencies, the one-mode estimate is at least the total Huang-Rhys factor, with
equality exactly when any two displaced modes have the same frequency. -/
theorem total_le_oneMode_and_eq_iff (w d : ι → ℝ) (hw : ∀ i, 0 ≤ w i) :
    totalHuangRhys w d ≤ oneModeHuangRhys w d ∧
      (oneModeHuangRhys w d = totalHuangRhys w d ↔
        ∀ i j, d i ≠ 0 → d j ≠ 0 → w i = w j) := by
  have hgap := oneMode_sq_sub_total_sq w d
  have hterm : ∀ i j, 0 ≤ d i ^ 2 * d j ^ 2 * (w i - w j) ^ 2 := fun i j => by positivity
  have hrow : ∀ i, 0 ≤ ∑ j, d i ^ 2 * d j ^ 2 * (w i - w j) ^ 2 :=
    fun i => Finset.sum_nonneg fun j _ => hterm i j
  have hsum : 0 ≤ ∑ i, ∑ j, d i ^ 2 * d j ^ 2 * (w i - w j) ^ 2 :=
    Finset.sum_nonneg fun i _ => hrow i
  have hO : 0 ≤ oneModeHuangRhys w d := by unfold oneModeHuangRhys; positivity
  have hT : 0 ≤ totalHuangRhys w d := Finset.sum_nonneg fun i _ => by
    have := hw i
    unfold huangRhys
    positivity
  refine ⟨(abs_le_of_sq_le_sq' (by linarith) hO).2, fun h => ?_, fun h => ?_⟩
  · -- a vanishing spread vanishes for every pair of modes
    intro i j hi hj
    have h0 : ∑ i, ∑ j, d i ^ 2 * d j ^ 2 * (w i - w j) ^ 2 = 0 := by
      rw [h] at hgap
      linarith
    have h1 := (Finset.sum_eq_zero_iff_of_nonneg fun i _ => hrow i).1 h0 i (Finset.mem_univ i)
    have h2 := (Finset.sum_eq_zero_iff_of_nonneg fun j _ => hterm i j).1 h1 j
      (Finset.mem_univ j)
    have hne : d i ^ 2 * d j ^ 2 ≠ 0 := mul_ne_zero (pow_ne_zero 2 hi) (pow_ne_zero 2 hj)
    have h3 := (mul_eq_zero.1 h2).resolve_left hne
    exact sub_eq_zero.1 (pow_eq_zero_iff two_ne_zero |>.1 h3)
  · have h0 : ∑ i, ∑ j, d i ^ 2 * d j ^ 2 * (w i - w j) ^ 2 = 0 := by
      refine Finset.sum_eq_zero fun i _ => Finset.sum_eq_zero fun j _ => ?_
      by_cases hi : d i = 0
      · simp [hi]
      by_cases hj : d j = 0
      · simp [hj]
      simp [h i j hi hj]
    rw [h0] at hgap
    exact (sq_eq_sq₀ hO hT).1 (by linarith)

/-- If all frequencies are nonnegative and at least one mode is displaced, the one-mode estimate is
exact if and only if there is a unique frequency shared by all displaced modes. -/
theorem oneMode_exact_iff_common_frequency (w d : ι → ℝ) (hw : ∀ i, 0 ≤ w i)
    (hd : ∃ i, d i ≠ 0) :
    oneModeHuangRhys w d = totalHuangRhys w d ↔ ∃! Ω : ℝ, ∀ i, d i ≠ 0 → w i = Ω := by
  rw [(total_le_oneMode_and_eq_iff w d hw).2]
  obtain ⟨k, hk⟩ := hd
  constructor
  · intro h
    exact ⟨w k, fun i hi => h i k hi hk, fun Ω hΩ => (hΩ k hk).symm⟩
  · rintro ⟨Ω, hΩ, -⟩ i j hi hj
    rw [hΩ i hi, hΩ j hj]

/-- If all displaced modes have frequencies between `a` and `b`, where `0 ≤ a ≤ b`, the one-mode
estimate times `2 √(a b)` is at most the total Huang-Rhys factor times `a + b`. -/
theorem oneMode_le_of_band (w d : ι → ℝ) {a b : ℝ} (ha : 0 ≤ a) (hab : a ≤ b)
    (hw : ∀ i, d i ≠ 0 → a ≤ w i ∧ w i ≤ b) :
    2 * √(a * b) * oneModeHuangRhys w d ≤ (a + b) * totalHuangRhys w d := by
  have hT : totalHuangRhys w d = (∑ i, w i * d i ^ 2) / 2 := by
    simp only [totalHuangRhys, huangRhys, Finset.sum_div]
  -- sum the inequality (w - a) (b - w) ≥ 0 over the displaced modes
  have hband : ∑ i, w i ^ 2 * d i ^ 2 + a * b * ∑ i, d i ^ 2 ≤
      (a + b) * ∑ i, w i * d i ^ 2 := by
    rw [Finset.mul_sum, Finset.mul_sum, ← Finset.sum_add_distrib]
    refine Finset.sum_le_sum fun i _ => ?_
    by_cases hi : d i = 0
    · simp [hi]
    have h := mul_nonneg (mul_nonneg (sub_nonneg.2 (hw i hi).1) (sub_nonneg.2 (hw i hi).2))
      (sq_nonneg (d i))
    linarith
  have hA : 0 ≤ ∑ i, w i ^ 2 * d i ^ 2 := Finset.sum_nonneg fun i _ => by positivity
  have hD : 0 ≤ ∑ i, d i ^ 2 := Finset.sum_nonneg fun i _ => by positivity
  have hp : 0 ≤ a * b := mul_nonneg ha (ha.trans hab)
  rw [hT, oneModeHuangRhys]
  generalize ∑ i, w i ^ 2 * d i ^ 2 = A at *
  generalize ∑ i, d i ^ 2 = D at *
  -- arithmetic-geometric mean inequality for A and a b D
  have hamgm : 2 * √(a * b) * √(A * D) ≤ A + a * b * D := by
    refine (abs_le_of_sq_le_sq' ?_ (by positivity)).2
    rw [mul_pow, mul_pow, Real.sq_sqrt hp, Real.sq_sqrt (mul_nonneg hA hD)]
    linarith [sq_nonneg (A - a * b * D)]
  linarith

/-- Two modes with nonnegative frequencies `a`, `b` and displacements `√b`, `√a` attain equality in
the bound for a frequency band. -/
theorem band_bound_attained {a b : ℝ} (ha : 0 ≤ a) (hb : 0 ≤ b) :
    2 * √(a * b) * oneModeHuangRhys ![a, b] ![√b, √a] =
      (a + b) * totalHuangRhys ![a, b] ![√b, √a] := by
  have hp : 0 ≤ a * b := mul_nonneg ha hb
  have hsq : (a ^ 2 * b + b ^ 2 * a) * (b + a) = (√(a * b) * (a + b)) ^ 2 := by
    rw [mul_pow, Real.sq_sqrt hp]
    ring
  simp only [oneModeHuangRhys, totalHuangRhys, huangRhys, Fin.sum_univ_two,
    Matrix.cons_val_zero, Matrix.cons_val_one, Matrix.cons_val_fin_one,
    Real.sq_sqrt ha, Real.sq_sqrt hb]
  rw [hsq, Real.sqrt_sq (by positivity)]
  linear_combination (a + b) * Real.mul_self_sqrt hp

end

end EffectivePhononMode
```

```lean
#print axioms EffectivePhononMode.huangRhys_of_matched_mode
-- 'EffectivePhononMode.huangRhys_of_matched_mode' depends on axioms: [propext, Classical.choice, Quot.sound]
#print axioms EffectivePhononMode.oneMode_exact_iff_common_frequency
-- 'EffectivePhononMode.oneMode_exact_iff_common_frequency' depends on axioms: [propext, Classical.choice, Quot.sound]
#print axioms EffectivePhononMode.oneMode_le_of_band
-- 'EffectivePhononMode.oneMode_le_of_band' depends on axioms: [propext, Classical.choice, Quot.sound]
#print axioms EffectivePhononMode.band_bound_attained
-- 'EffectivePhononMode.band_bound_attained' depends on axioms: [propext, Classical.choice, Quot.sound]
```

## How the Lean statements and proofs match the algebra

The modes are labelled by a finite type `ι`, and `w` and `d` are real functions on it. The displacements are mass-weighted, so no masses appear, and ħ = 1. In other units the Huang-Rhys factor is w d²/(2ħ). The definitions `totalHuangRhys`, `oneModeHuangRhys` and `relaxationEnergy` are S_total, S_one and A/2.

`huangRhys_of_matched_mode` is the reason for calling S_one a one-mode estimate. It takes a matched mode as given, with the two matching conditions as the hypotheses `hQ` and `hE`, and computes its Huang-Rhys factor. The proof rewrites the radicand as a perfect square and removes the root with `Real.sqrt_sq`, which needs ΩQ² ≥ 0.

`frequency_spread` is the double-sum identity. `Finset.sum_mul_sum` turns the products of sums into double sums, and `ring` checks the expansion for each pair. `oneMode_sq_sub_total_sq` then gives the difference of the squared factors. Both identities hold for all real frequencies, whatever their sign.

`total_le_oneMode_and_eq_iff` contains the inequality and the equality case, under the hypothesis `hw` that every frequency is nonnegative. The inequality comes from comparing squares. For equality, `Finset.sum_eq_zero_iff_of_nonneg` is applied twice, first to the outer sum and then to the inner one, to isolate the term of a single pair. The converse shows that each term vanishes, splitting on whether each of the two modes is displaced, and `sq_eq_sq₀` passes from equal squares to equal factors.

`oneMode_exact_iff_common_frequency` adds the hypothesis `hd` that some mode is displaced, and takes the frequency of that mode as the common one. Without a displaced mode both factors are zero and every Ω satisfies the condition, so the uniqueness expressed by `∃!` would fail.

In `oneMode_le_of_band`, `hband` is the summed band inequality and `hamgm` is the step from the arithmetic-geometric mean inequality. The frequency limits apply only to displaced modes. `band_bound_attained` evaluates the two-mode example and confirms equality for all nonnegative `a` and `b`.

## What carries over to a calculation, and what does not

The theorems apply to any finite number of modes, including a single mode, for which the two factors coincide. They concern exact real numbers. In floating-point arithmetic a nearly degenerate spectrum can give S_one slightly below S_total, so a test in a code needs a tolerance.

At a stable harmonic minimum the nonnegativity hypothesis holds. Many codes print imaginary frequencies as negative numbers. With such an entry in the list the hypothesis fails, and equality need no longer follow from a common frequency: a single displaced mode entered with w = −1 has a negative S_total and a positive S_one.

The model has one set of frequencies and pure displacements. Frequency changes between the two electronic states, mixing of the modes and anharmonicity are absent. The inequality compares total Huang-Rhys factors and does not say how well a single mode reproduces the shape of a spectrum. It also depends on how the effective frequency is chosen. Matching the relaxation energy gives S_one, whereas for D > 0 the average frequency M/D, combined with the same total displacement, returns S_total itself.

The band limit depends on the ratio b/a and becomes weak when the lowest displaced frequency is far below the highest. For a = 0 its left side vanishes, and it places no restriction on S_one. A weakly displaced, very soft mode therefore makes the guaranteed limit loose, even if the actual overestimate is small.
